# With harmonics up to the fifth, nine equal hydrogen pairs give ethane a purely threefold barrier

Turn one rigid methyl group of ethane against the other by an angle $x$ from the eclipsed conformation, and let each of the nine hydrogen-hydrogen pairs across the C–C bond contribute $\sum_{k=0}^{5} a_k\cos k\varphi$, where $\varphi$ is its dihedral angle and the $a_k$ are real. The total is

$$E(x)=9\,(a_0+a_3\cos 3x)$$

for every real $x$. The coefficients $a_1,a_2,a_4,a_5$ cancel. Fitting a force field to a rigid ethane profile can therefore determine at most $a_0$ and $a_3$ of such identical pair terms, and only $a_3$ if the profile gives relative energies.

The result rests on three assumptions about the pairs and the rotors; a fourth, on the sign of $a_3$, decides which conformation is stable. The counter-examples are worked out in the text and have no Lean proof of their own.

## Every pair has the same even energy function

For rigid methyl groups, the distance between two hydrogens on opposite carbons depends on $\varphi$ only through $\cos\varphi$. A distance-dependent pair energy is then even and periodic in $\varphi$, which is what a cosine series expresses.

```lean
import Mathlib

open scoped Real

namespace RotationBarrier

noncomputable section

/-- Interaction energy of two atoms at dihedral angle `φ`, as a cosine series with
coefficients `a k` for the harmonics `k < N`. -/
def pairEnergy (N : ℕ) (a : ℕ → ℝ) (φ : ℝ) : ℝ :=
  ∑ k ∈ Finset.range N, a k * Real.cos (k * φ)
```

Here `a : ℕ → ℝ` lists the coefficients, and `Finset.range N` admits $k=0,\dots,N-1$. Because one `a` serves all pairs, it can be taken outside the sum over atoms, both in the derivation and in the proof of `torsionEnergy_eq`.

If a single pair has $a_1+\varepsilon$ in place of $a_1$, an extra $\varepsilon\cos(x+\delta)$ survives, with $\delta$ the angular offset of that pair. The step from this model to a real molecule is the assumption that its torsional energy is a sum of such pair terms; in extended Hückel theory, for instance, the energy comes from delocalised orbitals.

## The atoms of each rotor are equally spaced

Threefold symmetry puts the hydrogens of a methyl group $120^\circ$ apart in azimuth about the C–C axis. In general, $n$ atoms sit at azimuths $x+2\pi i/n$ and $m$ atoms at $2\pi j/m$, so $x=0$ is eclipsed for ethane.

```lean
/-- Total interaction energy, at torsion angle `x`, of `n` equally spaced atoms on one rotor
with `m` equally spaced atoms on the other, for positive `n` and `m`. -/
def torsionEnergy (n m N : ℕ) (a : ℕ → ℝ) (x : ℝ) : ℝ :=
  ∑ i ∈ Finset.range n, ∑ j ∈ Finset.range m,
    pairEnergy N a (x + 2 * π * i / n - 2 * π * j / m)
```

Equal spacing makes the phases of a harmonic a geometric series. Write $\mathrm i$ for the imaginary unit, as distinct from the index $i$, and let $\omega=e^{2\pi\mathrm i/n}$ and $S=\sum_{j=0}^{n-1}\omega^{kj}$. If $n\mid k$, every term is 1 and $S=n$. Otherwise $\omega^k\neq1$, while $(1-\omega^k)S=1-\omega^{kn}=0$, so $S=0$.

```lean
/-- The phase factors of the `k`-th harmonic, summed over an `n`-fold rotor, give `n` if `n`
divides `k` and cancel otherwise. -/
theorem rotor_phase_sum (n k : ℕ) :
    ∑ j ∈ Finset.range n, (Complex.exp (2 * π * Complex.I / n) ^ k) ^ j
      = if n ∣ k then (n : ℂ) else 0 := by
  rcases Nat.eq_zero_or_pos n with rfl | hn
  · simp
  have hζ := Complex.isPrimitiveRoot_exp n hn.ne'
  split_ifs with h
  · -- all phases are equal to one
    rw [(hζ.pow_eq_one_iff_dvd k).2 h]
    simp
  · -- a geometric sum over a full turn
    have h1 : Complex.exp (2 * π * Complex.I / n) ^ k ≠ 1 :=
      fun e => h ((hζ.pow_eq_one_iff_dvd k).1 e)
    have h2 : (Complex.exp (2 * π * Complex.I / n) ^ k) ^ n = 1 := by
      rw [← pow_mul, mul_comm k n, pow_mul, hζ.pow_eq_one, one_pow]
    have hg := mul_neg_geom_sum (Complex.exp (2 * π * Complex.I / n) ^ k) n
    rw [h2, sub_self] at hg
    exact (mul_eq_zero.1 hg).resolve_left (sub_ne_zero.2 h1.symm)
```

The proof first disposes of $n=0$, where both sides are zero, and then splits into the same two cases. `mul_neg_geom_sum` supplies the geometric identity, and the nonzero factor is then cancelled.

Multiplying by $e^{\mathrm i\theta}$ and taking real parts gives

$$\sum_{j=0}^{n-1}\cos\!\left(\theta+\frac{2\pi kj}{n}\right)=\begin{cases}n\cos\theta,& n\mid k\\ 0,&\text{otherwise.}\end{cases}$$

```lean
/-- The `k`-th cosine harmonic with any initial phase `θ`, summed over an `n`-fold rotor,
survives only if `n` divides `k`. -/
theorem rotor_cos_sum (n k : ℕ) (θ : ℝ) :
    ∑ j ∈ Finset.range n, Real.cos (θ + k * (2 * π * j / n))
      = if n ∣ k then n * Real.cos θ else 0 := by
  -- each cosine is the real part of a phase factor
  have hterm : ∀ j : ℕ, Real.cos (θ + k * (2 * π * j / n))
      = (Complex.exp (θ * Complex.I)
          * (Complex.exp (2 * π * Complex.I / n) ^ k) ^ j).re := by
    intro j
    rw [← Complex.exp_nat_mul, ← Complex.exp_nat_mul, ← Complex.exp_add,
      ← Complex.exp_ofReal_mul_I_re]
    congr 2
    push_cast
    ring
  rw [Finset.sum_congr rfl (fun j _ => hterm j), ← Complex.re_sum, ← Finset.mul_sum,
    rotor_phase_sum]
  split_ifs
  · rw [mul_comm (Complex.exp _) (n : ℂ), ← Complex.ofReal_natCast, Complex.re_ofReal_mul,
      Complex.exp_ofReal_mul_I_re]
  · simp
```

In Lean, `hterm` writes each cosine as a real part.

For two rotors, hold $i$ fixed and put $\theta_i=kx+2\pi ki/n$. Since cosine is even, the sum over $j$ is

$$\sum_{j=0}^{m-1}\cos\!\left(-\theta_i+\frac{2\pi kj}{m}\right)=m\cos\theta_i\quad\text{if } m\mid k,$$

and zero otherwise. Summing $m\cos\theta_i$ over $i$ gives $nm\cos kx$ if also $n\mid k$, and zero otherwise. Both numbers divide $k$ exactly when $\operatorname{lcm}(n,m)$ does.

```lean
/-- The `k`-th harmonic, summed over all pairs of atoms of an `n`-fold and an `m`-fold rotor,
survives only if the least common multiple of `n` and `m` divides `k`. -/
theorem pair_harmonic_sum (n m k : ℕ) (x : ℝ) :
    ∑ i ∈ Finset.range n, ∑ j ∈ Finset.range m,
        Real.cos (k * (x + 2 * π * i / n - 2 * π * j / m))
      = if Nat.lcm n m ∣ k then n * m * Real.cos (k * x) else 0 := by
  -- sum over the second rotor with the atom `i` of the first held fixed
  have inner : ∀ i : ℕ, ∑ j ∈ Finset.range m,
      Real.cos (k * (x + 2 * π * i / n - 2 * π * j / m))
        = if m ∣ k then m * Real.cos (k * x + k * (2 * π * i / n)) else 0 := by
    intro i
    have h := rotor_cos_sum m k (-(k * x + k * (2 * π * i / n)))
    rw [Real.cos_neg] at h
    rw [← h]
    refine Finset.sum_congr rfl fun j _ => ?_
    rw [← Real.cos_neg]
    congr 1
    ring
  rw [Finset.sum_congr rfl (fun i _ => inner i)]
  by_cases hm : m ∣ k
  · simp only [if_pos hm]
    rw [← Finset.mul_sum, rotor_cos_sum]
    by_cases hn : n ∣ k
    · rw [if_pos hn, if_pos (Nat.lcm_dvd hn hm)]
      ring
    · rw [if_neg hn, if_neg (fun h => hn ((Nat.dvd_lcm_left n m).trans h)), mul_zero]
  · simp only [if_neg hm, Finset.sum_const_zero]
    rw [if_neg (fun h => hm ((Nat.dvd_lcm_right n m).trans h))]
```

The statement `inner` is the sum over $j$; the two `by_cases` steps ask whether $m$ and $n$ divide $k$.

Exchanging the finite sums now gives

$$E(x)=\sum_{k<N}a_k\sum_{i,j}\cos k\!\left(x+\frac{2\pi i}{n}-\frac{2\pi j}{m}\right)=nm\sum_{\substack{k<N\\ \operatorname{lcm}(n,m)\mid k}}a_k\cos kx .$$

```lean
/-- Selection rule for rotation barriers: the torsion energy of an `n`-fold against an `m`-fold
rotor is `n * m` times the part of the pair energy whose harmonics are multiples of
the least common multiple of `n` and `m`. -/
theorem torsionEnergy_eq (n m N : ℕ) (a : ℕ → ℝ) (x : ℝ) :
    torsionEnergy n m N a x
      = n * m * ∑ k ∈ (Finset.range N).filter (fun k => Nat.lcm n m ∣ k),
          a k * Real.cos (k * x) := by
  -- collect the pair energies harmonic by harmonic
  have hswap : torsionEnergy n m N a x
      = ∑ k ∈ Finset.range N, a k * ∑ i ∈ Finset.range n, ∑ j ∈ Finset.range m,
          Real.cos (k * (x + 2 * π * i / n - 2 * π * j / m)) := by
    simp only [torsionEnergy, pairEnergy, Finset.mul_sum]
    symm
    rw [Finset.sum_comm]
    refine Finset.sum_congr rfl fun i _ => ?_
    exact Finset.sum_comm
  rw [hswap, Finset.sum_filter, Finset.mul_sum]
  refine Finset.sum_congr rfl fun k _ => ?_
  rw [pair_harmonic_sum]
  split_ifs <;> ring
```

The exchange is `hswap`, and `Finset.sum_filter` rewrites the restricted sum of the statement as a sum over all $k<N$ whose terms are zero unless the divisibility condition holds. In the smallest physical case, $n=m=1$, nothing cancels and $E$ is the pair energy itself.

Without equal spacing on either rotor the cancellation can fail. Put three atoms at $0,\pi/2,\pi$ on both, with $a_1=1$ and all other coefficients zero. The phases on each rotor add to $1+\mathrm i-1=\mathrm i$, and the total is $|\mathrm i|^2\cos x=\cos x$ instead of zero. This shows that at least one rotor must satisfy some spacing condition; for ethane, one equally spaced rotor already removes harmonics 1, 2, 4 and 5.

## The pair energy stops at the fifth harmonic

This is an approximation: a general smooth pair energy has higher harmonics, which are assumed negligible here. With $n=m=3$ and $N=6$, the only multiples of 3 available are $k=0$ and $k=3$, which gives the opening formula.

```lean
/-- Ethane: with pair energies containing harmonics up to the fifth, the nine
hydrogen-hydrogen interactions add up to a constant and a threefold term. -/
theorem ethane_profile (a : ℕ → ℝ) (x : ℝ) :
    torsionEnergy 3 3 6 a x = 9 * (a 0 + a 3 * Real.cos (3 * x)) := by
  have hl : Nat.lcm 3 3 = 3 := Nat.lcm_self 3
  have hf : (Finset.range 6).filter (fun k => 3 ∣ k) = {0, 3} := by decide
  rw [torsionEnergy_eq, hl, hf, Finset.sum_pair (by norm_num)]
  norm_num
```

Lean checks by `decide` that these multiples form the set $\{0,3\}$. Since $\cos0=1$ and $\cos\pi=-1$, the eclipsed energy minus the staggered one is $9(a_0+a_3)-9(a_0-a_3)=18a_3$.

```lean
/-- The energy of eclipsed ethane (`x = 0`) minus that of staggered ethane (`x = π / 3`) is eighteen
times the third coefficient of the pair energy, if its harmonics stop at the fifth. -/
theorem ethane_barrier (a : ℕ → ℝ) :
    torsionEnergy 3 3 6 a 0 - torsionEnergy 3 3 6 a (π / 3) = 18 * a 3 := by
  have h : 3 * (π / 3) = π := by ring
  rw [ethane_profile, ethane_profile, h, mul_zero, Real.cos_zero, Real.cos_pi]
  ring
```

In the common form $\tfrac12V_3(1+\cos3x)$ for the whole molecule, $V_3=18a_3$; the coefficient $a_3$ belongs to one pair.

If a sixth harmonic is allowed, with $a_6=1$ and all other coefficients zero, then $E(x)=9\cos6x$. The eclipsed and staggered energies are equal, yet rotation is not free.

## The third coefficient is not negative

The condition $a_3\ge0$ says that the third harmonic does not favour eclipsed pairs. Multiplying $-1\le\cos3x\le1$ by $a_3$ then gives $9(a_0-a_3)\le E(x)\le9(a_0+a_3)$.

```lean
/-- With harmonics up to the fifth and a nonnegative third coefficient, no conformation of ethane
lies below the staggered one or above the eclipsed one. -/
theorem ethane_extrema (a : ℕ → ℝ) (ha : 0 ≤ a 3) (x : ℝ) :
    torsionEnergy 3 3 6 a (π / 3) ≤ torsionEnergy 3 3 6 a x ∧
      torsionEnergy 3 3 6 a x ≤ torsionEnergy 3 3 6 a 0 := by
  have hb := ethane_barrier a
  have h0 : torsionEnergy 3 3 6 a 0 = 9 * (a 0 + a 3) := by
    rw [ethane_profile, mul_zero, Real.cos_zero, mul_one]
  have hx := ethane_profile a x
  have h1 := mul_le_mul_of_nonneg_left (Real.cos_le_one (3 * x)) ha
  have h2 := mul_le_mul_of_nonneg_left (Real.neg_one_le_cos (3 * x)) ha
  constructor <;> linarith
```

The proof forms these two products and finishes with `linarith`. If $a_3=-1$, the order is reversed and eclipsed ethane is the minimum.

Free rotation needs no sign condition. A flat profile forces $18a_3=0$, and $a_3=0$ leaves the constant $9a_0$.

```lean
/-- With harmonics up to the fifth, rotation in ethane is free exactly when the third
coefficient of the pair energy vanishes. -/
theorem ethane_free_rotation_iff (a : ℕ → ℝ) :
    (∀ x, torsionEnergy 3 3 6 a x = torsionEnergy 3 3 6 a 0) ↔ a 3 = 0 := by
  constructor
  · intro h
    have hb := ethane_barrier a
    have hs := h (π / 3)
    linarith
  · intro h x
    rw [ethane_profile, ethane_profile, h]
    ring
```

## A methyl group on a twofold frame keeps the sixth harmonic

In nitromethane, a methyl group faces two oxygens at opposite azimuths, and the $a_k$ now describe hydrogen-oxygen pairs. Here $\operatorname{lcm}(3,2)=6$. With harmonics up to the sixth, so $N=7$, only $k=0$ and $k=6$ remain, and the six pairs give $6(a_0+a_6\cos6x)$.

```lean
/-- A threefold rotor on a twofold frame, as in nitromethane: with harmonics up to the sixth,
the torsion energy is a constant and a sixfold term. -/
theorem sixfold_profile (a : ℕ → ℝ) (x : ℝ) :
    torsionEnergy 3 2 7 a x = 6 * (a 0 + a 6 * Real.cos (6 * x)) := by
  have hl : Nat.lcm 3 2 = 6 := by norm_num
  have hf : (Finset.range 7).filter (fun k => 6 ∣ k) = {0, 6} := by decide
  rw [torsionEnergy_eq, hl, hf, Finset.sum_pair (by norm_num)]
  norm_num

end

end RotationBarrier
```

```lean
#print axioms RotationBarrier.ethane_profile
#print axioms RotationBarrier.ethane_extrema
#print axioms RotationBarrier.ethane_free_rotation_iff
#print axioms RotationBarrier.sixfold_profile
```

```
'RotationBarrier.ethane_profile' depends on axioms: [propext, Classical.choice, Quot.sound]
'RotationBarrier.ethane_extrema' depends on axioms: [propext, Classical.choice, Quot.sound]
'RotationBarrier.ethane_free_rotation_iff' depends on axioms: [propext, Classical.choice, Quot.sound]
'RotationBarrier.sixfold_profile' depends on axioms: [propext, Classical.choice, Quot.sound]
```
